# Extracting the D3 reference dispersion coefficient of an atom pair from two hydrides and H₂

In atomic units, let $p$ and $q$ be the isotropic dipole polarizabilities at imaginary frequency $iu$ of two hydrides $\mathrm{A}_m\mathrm{H}_n$ and $\mathrm{B}_k\mathrm{H}_l$, and let $h$ be that of H₂. All three are real functions, square-integrable on $u>0$. For two such functions write

$$C(f,g)=\frac{3}{\pi}\int_0^\infty f(u)\,g(u)\,du .$$

If each hydride polarizability is the sum of equal atomic parts, $a$ for A and $b$ for B, and of half an H₂ polarizability per hydrogen, then

$$C(a,b)=\frac{C(p,q)-\frac n2\,C(h,q)-\frac l2\,C(p,h)+\frac{nl}{4}\,C(h,h)}{mk}.$$

The dispersion coefficient of the atom pair thus follows from four coefficients between molecules.

## Polarizabilities at imaginary frequency

Averaged over orientations and with retardation neglected, two well-separated atoms or molecules at distance $R$ attract each other with a leading dispersion energy $-C_6/R^6$. In atomic units the Casimir–Polder formula gives $C_6=C(f,g)$, where $f(u)$ and $g(u)$ are their isotropic dipole polarizabilities at the imaginary frequency $iu$.

Square-integrability is a mild condition. A simple model is the one-pole form

$$f(u)=\frac{\alpha}{1+(u/w)^2},$$

with static polarizability $\alpha$ and characteristic frequency $w\neq0$. It is finite at $u=0$ and falls off as $u^{-2}$.

## Taking the hydrogens out of a hydride

The additivity condition reads, for every $u>0$,

$$p(u)=m\,a(u)+\tfrac n2\,h(u),\qquad q(u)=k\,b(u)+\tfrac l2\,h(u).$$

Physically, it says that a hydrogen in the hydride responds like half an H₂ molecule, and that everything left over is shared equally among the heavy atoms. This is a convention for partitioning the response, not a consequence of electronic structure theory. Since $m$ and $k$ are nonzero, it fixes the atomic parts:

$$a=\frac{p-\frac n2 h}{m},\qquad b=\frac{q-\frac l2 h}{k}.$$

The D3 dispersion correction to density functional theory uses this expression to obtain atomic reference polarizabilities from hydrides. The result concerns the reference coefficient of a single pair, with the molecular polarizabilities taken as given; it does not treat D3's interpolation between references or its damping.

## What `d3_reference_extraction` says

The Lean objects correspond to the physics as follows.

- `SqInt f` says that the real function `f` is square-integrable on $u>0$. Functions are defined on the whole real line, but only their values at positive $u$ matter.
- `c6 f g` is $C(f,g)$, with the prefactor $3/\pi$ of atomic units.
- `refPol p h m n` is the function $(p-\frac n2h)/m$.
- `onePole α w` is the one-pole model above.

The theorem takes square-integrable `p`, `q` and `h`, nonzero `m` and `k`, and the two additivity relations `ha` and `hb` for $u>0$. It concludes the formula for $C(a,b)$. Nothing is assumed about `a` and `b` beyond additivity, which already determines them on the integration range.

The numbers `m`, `k`, `n` and `l` are real, so the stoichiometric integers are a special case. No polarizability is required to be positive. This matters because the difference $p-\frac n2h$ could become negative at some frequencies.

A companion theorem, `c6_refPol`, states the identity for the reference polarizabilities themselves, multiplied through by $mk$. There additivity is not a hypothesis: the D3 formula serves as the definition of the atomic quantity.

## Expanding the product of two differences

For square-integrable $f$ and $g$ the product is integrable, because

$$|fg|\le\tfrac12\left(f^2+g^2\right).$$

Let $s$ and $t$ be real numbers. Pointwise,

$$(p-sh)(q-th)=pq-s\,hq-t\,ph+st\,h^2 .$$

Each of the four terms is integrable, so the integral can be taken term by term. Multiplying by $3/\pi$ gives

$$C(p-sh,\,q-th)=C(p,q)-s\,C(h,q)-t\,C(p,h)+st\,C(h,h).$$

Now set $s=n/2$ and $t=l/2$. By additivity $p-\frac n2h=m\,a$ and $q-\frac l2h=k\,b$ for $u>0$, so the left-hand side is

$$C(ma,kb)=mk\,C(a,b).$$

Division by $mk$ gives the extraction formula.

As an example, take carbon from methane, with both partners equal. Then $m=k=1$, $n=l=4$ and $q=p$. Since $C(h,p)=C(p,h)$, the formula becomes

$$C(a,a)=C(p,p)-4\,C(p,h)+4\,C(h,h).$$

The last term has a plus sign: the two cross terms together remove the hydrogen–hydrogen contribution twice, and it has to be restored once.

## A bound from like pairs

Coefficients of this form also obey the Cauchy–Schwarz inequality. For every real $t$,

$$0\le C(f-tg,\,f-tg)=C(g,g)\,t^2-2\,C(f,g)\,t+C(f,f),$$

because the integrand on the left is a square. A quadratic that is nowhere negative has a discriminant that is not positive:

$$4\,C(f,g)^2-4\,C(f,f)\,C(g,g)\le0 .$$

If $C(g,g)=0$, the expression is linear in $t$. It can then stay nonnegative only if $C(f,g)=0$, and the same inequality holds. Hence

$$C(f,g)^2\le C(f,f)\,C(g,g).$$

The reference polarizabilities are linear combinations of square-integrable functions, so the bound applies to them too. The extracted coefficient of an unlike pair is limited in magnitude by those of the two like pairs, even if a subtraction has made a polarizability negative somewhere.

## One-pole atoms and molecules

For the one-pole form, put $x=u/w$. Since $1/(1+x^2)\le1$,

$$\left(\frac{\alpha}{1+x^2}\right)^2\le\frac{\alpha^2}{1+x^2}.$$

The right-hand side is a Lorentzian in $u$ and has a finite integral, so the one-pole polarizability is square-integrable. Give the atom and H₂ one-pole polarizabilities, and define the hydride by $p=ma+\frac n2h$. Then $p$ is square-integrable as well, and additivity holds by construction. Doing the same for the second hydride, with the same $h$ and with $m$ and $k$ nonzero, gives a concrete model that meets every assumption of the extraction theorem.

## The extraction, the bound and the one-pole model in Lean

```lean
import Mathlib

open MeasureTheory Set

namespace D3ReferenceExtraction

noncomputable section

/-- The real function `f` is square-integrable on `u > 0`. -/
abbrev SqInt (f : ℝ → ℝ) : Prop := MemLp f 2 (volume.restrict (Ioi (0 : ℝ)))

/-- The Casimir-Polder dispersion coefficient `(3/π) ∫ f g` over `u > 0`. -/
def c6 (f g : ℝ → ℝ) : ℝ := 3 / Real.pi * ∫ u in Ioi (0 : ℝ), f u * g u

/-- The D3 reference polarizability of an atom: that of a hydride with `m` such atoms and `n`
hydrogens, less `n/2` times that of H2, divided by `m`; the domain is `m ≠ 0`. -/
def refPol (p h : ℝ → ℝ) (m n : ℝ) : ℝ → ℝ := fun u => (p u - n / 2 * h u) / m

/-- A one-pole polarizability with static value `α` and frequency `w`; the domain is `w ≠ 0`. -/
def onePole (α w : ℝ) : ℝ → ℝ := fun u => α / (1 + (u / w) ^ 2)

variable {p q h f g : ℝ → ℝ} {m k : ℝ}

/-- At each frequency, the hydride polarizability is the sum of its atomic and hydrogen parts
exactly when the atomic part is the D3 reference polarizability. -/
theorem additive_iff_refPol (hm : m ≠ 0) (n a u : ℝ) :
    p u = m * a + n / 2 * h u ↔ a = refPol p h m n u := by
  show _ ↔ a = (p u - n / 2 * h u) / m
  rw [eq_div_iff hm]
  constructor <;> intro e <;> linarith

/-- The dispersion coefficient does not depend on the order of the two partners. -/
theorem c6_comm (f g : ℝ → ℝ) : c6 f g = c6 g f := by
  have e : (fun u => f u * g u) = fun u => g u * f u := by
    funext u
    exact mul_comm _ _
  unfold c6
  rw [e]

/-- Subtracting multiples of one polarizability `h` from both partners expands the dispersion
coefficient into four coefficients of the unsubtracted systems. -/
theorem c6_subtract (hp : SqInt p) (hq : SqInt q) (hh : SqInt h) (s t : ℝ) :
    c6 (fun u => p u - s * h u) (fun u => q u - t * h u)
      = c6 p q - s * c6 h q - t * c6 p h + s * t * c6 h h := by
  -- square-integrability makes every product integrable
  have i1 : Integrable (fun u => p u * q u) (volume.restrict (Ioi (0 : ℝ))) :=
    hp.integrable_mul hq
  have i2 : Integrable (fun u => s * (h u * q u)) (volume.restrict (Ioi (0 : ℝ))) :=
    (hh.integrable_mul hq).const_mul s
  have i3 : Integrable (fun u => t * (p u * h u)) (volume.restrict (Ioi (0 : ℝ))) :=
    (hp.integrable_mul hh).const_mul t
  have i4 : Integrable (fun u => s * t * (h u * h u)) (volume.restrict (Ioi (0 : ℝ))) :=
    (hh.integrable_mul hh).const_mul (s * t)
  have j1 : Integrable (fun u => p u * q u - s * (h u * q u))
      (volume.restrict (Ioi (0 : ℝ))) := i1.sub i2
  have j2 : Integrable (fun u => p u * q u - s * (h u * q u) - t * (p u * h u))
      (volume.restrict (Ioi (0 : ℝ))) := j1.sub i3
  have e : (fun u => (p u - s * h u) * (q u - t * h u)) = fun u =>
      p u * q u - s * (h u * q u) - t * (p u * h u) + s * t * (h u * h u) := by
    funext u
    ring
  unfold c6
  rw [e, integral_add j2 i4, integral_sub j1 i3, integral_sub i1 i2]
  simp only [integral_const_mul]
  ring

/-- The coefficient between two D3 reference polarizabilities, times the numbers of atoms,
is the hydride coefficient corrected for hydrogen. -/
theorem c6_refPol (hp : SqInt p) (hq : SqInt q) (hh : SqInt h)
    (hm : m ≠ 0) (hk : k ≠ 0) (n l : ℝ) :
    m * k * c6 (refPol p h m n) (refPol q h k l)
      = c6 p q - n / 2 * c6 h q - l / 2 * c6 p h + n * l / 4 * c6 h h := by
  have e : (fun u => (p u - n / 2 * h u) * (q u - l / 2 * h u))
      = fun u => m * k * (refPol p h m n u * refPol q h k l u) := by
    funext u
    have h1 := (additive_iff_refPol (p := p) (h := h) hm n _ u).mpr rfl
    have h2 := (additive_iff_refPol (p := q) (h := h) hk l _ u).mpr rfl
    have h3 : p u - n / 2 * h u = m * refPol p h m n u := by linarith
    have h4 : q u - l / 2 * h u = k * refPol q h k l u := by linarith
    rw [h3, h4]
    ring
  have key := c6_subtract hp hq hh (n / 2) (l / 2)
  have scale : c6 (fun u => p u - n / 2 * h u) (fun u => q u - l / 2 * h u)
      = m * k * c6 (refPol p h m n) (refPol q h k l) := by
    unfold c6
    rw [e, integral_const_mul]
    ring
  rw [← scale, key]
  ring

/-- **D3 reference extraction.** If two hydride polarizabilities are sums of atomic parts `a`, `b`
and H2 parts, the atomic dispersion coefficient follows from four molecular ones. -/
theorem d3_reference_extraction {a b : ℝ → ℝ} {n l : ℝ}
    (hp : SqInt p) (hq : SqInt q) (hh : SqInt h) (hm : m ≠ 0) (hk : k ≠ 0)
    (ha : ∀ u, 0 < u → p u = m * a u + n / 2 * h u)
    (hb : ∀ u, 0 < u → q u = k * b u + l / 2 * h u) :
    c6 a b = (c6 p q - n / 2 * c6 h q - l / 2 * c6 p h + n * l / 4 * c6 h h) / (m * k) := by
  -- additivity fixes both atomic polarizabilities on the integration domain
  have e : c6 a b = c6 (refPol p h m n) (refPol q h k l) := by
    unfold c6
    congr 1
    refine setIntegral_congr_fun measurableSet_Ioi (fun u hu => ?_)
    show a u * b u = refPol p h m n u * refPol q h k l u
    rw [(additive_iff_refPol hm n (a u) u).mp (ha u hu),
      (additive_iff_refPol hk l (b u) u).mp (hb u hu)]
  rw [eq_div_iff (mul_ne_zero hm hk), e, ← c6_refPol hp hq hh hm hk n l]
  ring

/-- The squared dispersion coefficient of two systems is at most the product of their
like-pair coefficients. -/
theorem c6_sq_le (hf : SqInt f) (hg : SqInt g) : c6 f g ^ 2 ≤ c6 f f * c6 g g := by
  -- the like-pair coefficient of `f - t g` is a nonnegative quadratic in `t`
  have hquad : ∀ t : ℝ, 0 ≤ c6 g g * (t * t) + (-2 * c6 f g) * t + c6 f f := by
    intro t
    have e : c6 g g * (t * t) + (-2 * c6 f g) * t + c6 f f
        = c6 (fun u => f u - t * g u) (fun u => f u - t * g u) := by
      rw [c6_subtract hf hf hg t t, c6_comm g f]
      ring
    rw [e]
    exact mul_nonneg (by positivity) (integral_nonneg fun u => mul_self_nonneg _)
  have hd := discrim_le_zero hquad
  unfold discrim at hd
  nlinarith

/-- The squared dispersion coefficient of two D3 reference polarizabilities is at most the product
of their like-pair coefficients. -/
theorem c6_refPol_sq_le (hp : SqInt p) (hq : SqInt q) (hh : SqInt h) (m k n l : ℝ) :
    c6 (refPol p h m n) (refPol q h k l) ^ 2
      ≤ c6 (refPol p h m n) (refPol p h m n) * c6 (refPol q h k l) (refPol q h k l) := by
  have mem : ∀ {r : ℝ → ℝ}, SqInt r → ∀ c d : ℝ, SqInt (refPol r h c d) := by
    intro r hr c d
    have e : refPol r h c d = fun u => c⁻¹ * (r u - d / 2 * h u) := by
      funext u
      show (r u - d / 2 * h u) / c = _
      rw [div_eq_mul_inv, mul_comm]
    rw [e]
    exact (hr.sub (hh.const_mul (d / 2))).const_mul c⁻¹
  exact c6_sq_le (mem hp m n) (mem hq k l)

/-- A one-pole polarizability with nonzero frequency is square-integrable. -/
theorem onePole_sqInt (α : ℝ) {w : ℝ} (hw : w ≠ 0) : SqInt (onePole α w) := by
  have hm : Measurable (onePole α w) := by
    unfold onePole
    fun_prop
  have hL : MemLp (onePole α w) 2 volume := by
    rw [memLp_two_iff_integrable_sq hm.aestronglyMeasurable]
    -- the square is dominated by a Lorentzian
    refine ((integrable_inv_one_add_sq.comp_div hw).const_mul (α ^ 2)).mono'
      (hm.pow_const 2).aestronglyMeasurable (ae_of_all _ fun u => ?_)
    have h1 : 1 ≤ 1 + (u / w) ^ 2 := by linarith [sq_nonneg (u / w)]
    have h2 : (1 + (u / w) ^ 2)⁻¹ ≤ 1 := inv_le_one_of_one_le₀ h1
    have h3 : 0 ≤ (1 + (u / w) ^ 2)⁻¹ := by positivity
    rw [Real.norm_of_nonneg (sq_nonneg _)]
    have e : onePole α w u ^ 2
        = α ^ 2 * ((1 + (u / w) ^ 2)⁻¹ * (1 + (u / w) ^ 2)⁻¹) := by
      show (α / (1 + (u / w) ^ 2)) ^ 2 = _
      rw [div_eq_mul_inv]
      ring
    rw [e]
    exact mul_le_mul_of_nonneg_left (by nlinarith) (sq_nonneg α)
  exact hL.restrict _

/-- One-pole polarizabilities for the atom and for H2 give a square-integrable H2 polarizability
and a square-integrable additive hydride polarizability. -/
theorem additive_hydride_witness (α β m n : ℝ) {w v : ℝ} (hw : w ≠ 0) (hv : v ≠ 0) :
    SqInt (onePole β v) ∧
      SqInt (fun u => m * onePole α w u + n / 2 * onePole β v u) :=
  ⟨onePole_sqInt β hv,
    ((onePole_sqInt α hw).const_mul m).add ((onePole_sqInt β hv).const_mul (n / 2))⟩

end

end D3ReferenceExtraction
```

```lean
#print axioms D3ReferenceExtraction.d3_reference_extraction
#print axioms D3ReferenceExtraction.c6_refPol_sq_le
```

```
'D3ReferenceExtraction.d3_reference_extraction' depends on axioms: [propext, Classical.choice, Quot.sound]
'D3ReferenceExtraction.c6_refPol_sq_le' depends on axioms: [propext, Classical.choice, Quot.sound]
```

## How the extraction is assembled

For nonzero `m`, `additive_iff_refPol` solves the additivity relation at a single frequency. Clearing the denominator with `eq_div_iff` leaves a linear equation, and `linarith` proves both directions. The equivalence says that the D3 expression satisfies additivity and that no other atomic value does.

`c6_subtract` is the four-term expansion. The facts `i1` to `i4` establish integrability of the individual products, and `j1` and `j2` that of the partial sums. These are what `integral_add` and `integral_sub` need in order to split the integral. The pointwise expansion `e` is proved by `ring`, and `integral_const_mul` moves the constants outside.

`c6_refPol` inserts $s=n/2$ and $t=l/2$. Its step `scale` is the identity $C(ma,kb)=mk\,C(a,b)$, written for the reference polarizabilities, and `key` is the expansion just described. Combining the two gives the result.

In `d3_reference_extraction`, the first task is to replace `a` and `b` by the reference polarizabilities. They need to agree only for $u>0$, so `setIntegral_congr_fun` compares the integrands on that range, with `additive_iff_refPol` supplying the equality at each frequency. The rest is `c6_refPol` followed by division by $mk$, which is where `hm` and `hk` enter again.

## How the bound and the model are checked

`c6_comm` exchanges the two partners by commuting the factors under the integral. `c6_sq_le` uses it to merge the two cross terms of $C(f-tg,f-tg)$. The fact `hquad` records that the resulting quadratic is nonnegative for every $t$, `discrim_le_zero` supplies the discriminant inequality, and `nlinarith` brings it to the stated form.

`c6_refPol_sq_le` first shows, in `mem`, that subtraction and scaling preserve square-integrability, and then applies the general bound. It does not ask for nonzero `m` and `k`: Lean sets division by zero to zero, so in that case the bound merely reads $0\le0$.

`onePole_sqInt` follows the Lorentzian comparison above. `memLp_two_iff_integrable_sq` reduces the claim to integrability of the square, and `mono'` carries out the comparison with the integrable function $\alpha^2/(1+(u/w)^2)$. The argument runs over the whole real line and is restricted to $u>0$ at the end. `additive_hydride_witness` then obtains the hydride's square-integrability from closure under multiples and sums.
